# The heavy-Z limit of the Z loop in the muon anomaly, with its leading mass logarithm

Let $r=(m/M)^2$ be the squared ratio of the muon mass $m$ to the Z mass $M$, and let $v$ and $a$ be the muon's vector and axial couplings to the Z, normalised so that the Standard Model has $a=1$. In units of $G_F m^2/(8\sqrt2\,\pi^2)$, with $G_F$ the Fermi constant, the one-loop Z contribution $Z(v,a,r)$ to the muon anomaly satisfies, for every $r>0$,

$$\left|Z-\frac{v^2-5a^2}{3}-(a^2-v^2)\,r\ln\!\left(1+\frac1r\right)\right|\le(6v^2+8a^2)\,r .$$

Hence $Z\to(v^2-5a^2)/3$ as $r\to0^+$. For $a=1$ and $v=1-4\sin^2\theta$, with $\theta$ the weak mixing angle, adding the W contribution, taken as the given number $10/3$, yields the limit $5/3+v^2/3$.

## Weak bosons in the muon's magnetic moment

The anomaly is $(g-2)/2$, where $g$ is the muon's gyromagnetic factor. Part of it comes from a loop in which the muon emits and reabsorbs a Z while interacting with the external magnetic field. At zero momentum transfer, after the loop momentum and one of the two Feynman parameters have been integrated out, a single parameter $x$ remains:

$$Z(v,a,r)=\frac12\int_0^1\frac{2v^2x^2(1-x)+a^2\,[\,2x(1-x)(x-4)-4rx^3\,]}{1-x+rx^2}\,dx .$$

The letter $a$ is the axial coupling here, not the anomaly $a_\mu$. The couplings are normalised so that the muon has $a=1$; many textbooks use values half as large. Only their squares enter, so their signs don't matter.

## What the Lean theorems say

`zIntegrand v a r x` is the integrand above, and `zLoop v a r` is half its integral over $[0,1]$. All arguments are real numbers. The hypothesis `hr : 0 < r` says that the muon is massive and the boson mass finite.

- `zLoop_expansion` is the displayed inequality, for all real $v$, $a$ and every $r>0$.
- `zLoop_tendsto` is the limit. The filter `𝓝[>] 0` means that $r$ approaches zero through positive values.
- `electroweak_tendsto` sets $a=1$ and $v=1-4\sin^2\theta$, for any real $\theta$, and adds $10/3$.

The step from this model to the physical muon is the evaluation of the Feynman diagrams: it supplies the parameter integral for the Z and the constant $10/3$ for the W. That constant is the heavy-boson value of the W loop, whose own mass corrections are neglected. The photon loop, the Higgs loop and all higher orders are left out.

## Splitting off the mass dependence

Write $D=1-x+rx^2$. For $0\le x<1$ the term $1-x$ is positive, and at $x=1$ we have $D=r>0$, so $D>0$ on the whole range.

Substituting $1-x=D-rx^2$ in the numerator gives

$$\frac{\text{numerator}}{D}=2v^2x^2+2a^2x(x-4)-2r\,T(x),\qquad T(x)=\frac{x^3[(v^2+a^2)x-2a^2]}{D}.$$

The polynomial integrates to

$$\frac{2v^2}{3}+2a^2\left(\frac13-2\right)=\frac{2(v^2-5a^2)}{3},$$

and therefore

$$Z=\frac{v^2-5a^2}{3}-r\int_0^1T(x)\,dx .$$

## The logarithm from the endpoint $x=1$

Let $n(x)=x^3[(v^2+a^2)x-2a^2]$ be the numerator of $T$, so that $n(1)=v^2-a^2$, and let $E=1-x+r$. Since $E-D=r(1-x^2)$,

$$T-\frac{v^2-a^2}{E}=\frac{n(x)-n(1)}{D}+(v^2-a^2)\frac{r(1-x^2)}{DE}.$$

For the first term,

$$n(x)-n(1)=-(v^2+a^2)(1-x^4)+2a^2(1-x^3).$$

The two parts have opposite signs. With $1-x^4\le4(1-x)$ and $1-x^3\le3(1-x)$, the absolute value is at most $(4v^2+6a^2)(1-x)$. Because $D\ge1-x$, the first term is at most $4v^2+6a^2$ in size.

For the second term, $r(1-x^2)\le2r(1-x)$ and $DE\ge(1-x)r$, so $r(1-x^2)\le2DE$ and the fraction is at most 2. Together with $|v^2-a^2|\le v^2+a^2$, this gives a total bound of $6v^2+8a^2$, uniform in $x$ and $r$.

The comparison kernel integrates to

$$\int_0^1\frac{dx}{1-x+r}=\ln(1+r)-\ln r=\ln\!\left(1+\frac1r\right).$$

Integrating the bound and multiplying by $r$ proves the expansion. Finally, $r\ln(1+1/r)=r\ln(1+r)-r\ln r\to0$, which gives the limit, and

$$\frac{10}{3}+\frac{v^2-5}{3}=\frac53+\frac{v^2}{3}.$$

## The limit in an electroweak calculation

In a one-loop estimate of the weak part of the anomaly, $Z$ can be replaced by its limit $(v^2-5)/3$; the sum with $10/3$ is then multiplied by $G_Fm^2/(8\sqrt2\,\pi^2)$. For an illustrative $r=10^{-6}$ with $v=0$ and $a=1$, the expansion reads $Z\approx-5/3+1.38\times10^{-5}$, with an error of at most $8\times10^{-6}$.

## The complete Lean file

```lean
import Mathlib

open Filter Topology

namespace MuonWeakAnomaly

noncomputable section

/-- The Feynman-parameter integrand of the Z-boson loop in the muon anomaly, with vector
coupling `v`, axial coupling `a` and squared mass ratio `r`; it is used for `r > 0` and
`0 ≤ x ≤ 1`, where the denominator is positive. -/
def zIntegrand (v a r x : ℝ) : ℝ :=
  (2 * v ^ 2 * x ^ 2 * (1 - x) + a ^ 2 * (2 * x * (1 - x) * (x - 4) - 4 * r * x ^ 3)) /
    (1 - x + r * x ^ 2)

/-- The Z-boson contribution to the muon anomaly, in units of `G_F m² / (8 √2 π²)`, as a
function of the squared mass ratio `r = (m/M)² > 0`. -/
def zLoop (v a r : ℝ) : ℝ := 1 / 2 * ∫ x in (0 : ℝ)..1, zIntegrand v a r x

/-- The mass-dependent tail of the integrand, used for `r > 0` and `0 ≤ x ≤ 1`, where the
denominator is positive. -/
def zTail (v a r x : ℝ) : ℝ :=
  x ^ 3 * ((v ^ 2 + a ^ 2) * x - 2 * a ^ 2) / (1 - x + r * x ^ 2)

/-- For `r > 0` the loop denominator is positive on the whole range of the Feynman parameter. -/
theorem denom_pos {r x : ℝ} (hr : 0 < r) (hx : x ∈ Set.Icc (0 : ℝ) 1) :
    0 < 1 - x + r * x ^ 2 := by
  rcases hx.2.lt_or_eq with h | h
  · have : 0 ≤ r * x ^ 2 := by positivity
    linarith
  · subst h
    linarith

/-- For `r > 0` and `0 ≤ x ≤ 1` the integrand is a polynomial independent of the masses
minus `2r` times the tail. -/
theorem zIntegrand_split (v a : ℝ) {r x : ℝ} (hr : 0 < r) (hx : x ∈ Set.Icc (0 : ℝ) 1) :
    zIntegrand v a r x =
      (2 * v ^ 2 * x ^ 2 + 2 * a ^ 2 * x * (x - 4)) - 2 * r * zTail v a r x := by
  have hD := (denom_pos hr hx).ne'
  unfold zIntegrand zTail
  rw [div_eq_iff hD, sub_mul, mul_assoc (2 * r), div_mul_cancel₀ _ hD]
  ring

lemma zTail_integrable (v a : ℝ) {r : ℝ} (hr : 0 < r) :
    IntervalIntegrable (zTail v a r) MeasureTheory.volume 0 1 := by
  apply ContinuousOn.intervalIntegrable_of_Icc zero_le_one
  unfold zTail
  exact ContinuousOn.div (by fun_prop) (by fun_prop) (fun x hx => (denom_pos hr hx).ne')

/-- For `r > 0` the Z loop equals `(v² - 5a²)/3` minus `r` times the integrated tail. -/
theorem zLoop_eq (v a : ℝ) {r : ℝ} (hr : 0 < r) :
    zLoop v a r = (v ^ 2 - 5 * a ^ 2) / 3 - r * ∫ x in (0 : ℝ)..1, zTail v a r x := by
  have hsplit : ∫ x in (0 : ℝ)..1, zIntegrand v a r x = ∫ x in (0 : ℝ)..1,
      ((2 * v ^ 2 * x ^ 2 + 2 * a ^ 2 * x * (x - 4)) - 2 * r * zTail v a r x) := by
    apply intervalIntegral.integral_congr
    intro x hx
    rw [Set.uIcc_of_le zero_le_one] at hx
    exact zIntegrand_split v a hr hx
  have hpi : IntervalIntegrable (fun x : ℝ => 2 * v ^ 2 * x ^ 2 + 2 * a ^ 2 * x * (x - 4))
      MeasureTheory.volume 0 1 := Continuous.intervalIntegrable (by fun_prop) _ _
  -- the polynomial part has an elementary antiderivative
  have hpoly : ∫ x in (0 : ℝ)..1, (2 * v ^ 2 * x ^ 2 + 2 * a ^ 2 * x * (x - 4)) =
      2 * (v ^ 2 - 5 * a ^ 2) / 3 := by
    rw [intervalIntegral.integral_eq_sub_of_hasDerivAt
      (f := fun y : ℝ => (2 * v ^ 2 + 2 * a ^ 2) / 3 * y ^ 3 - 4 * a ^ 2 * y ^ 2)
      (fun x _ => (((hasDerivAt_pow 3 x).const_mul _).fun_sub
        ((hasDerivAt_pow 2 x).const_mul _)).congr_deriv (by norm_num; ring)) hpi]
    ring
  unfold zLoop
  rw [hsplit, intervalIntegral.integral_sub hpi ((zTail_integrable v a hr).const_mul _),
    intervalIntegral.integral_const_mul, hpoly]
  ring

lemma log_one_add_inv {r : ℝ} (hr : 0 < r) :
    Real.log (1 + 1 / r) = Real.log (1 + r) - Real.log r := by
  have h : 1 + 1 / r = (1 + r) / r := by
    rw [add_div, div_self hr.ne', add_comm]
  rw [h, Real.log_div (by positivity) hr.ne']

lemma kernel_integrable {r : ℝ} (hr : 0 < r) :
    IntervalIntegrable (fun x : ℝ => 1 / (1 - x + r)) MeasureTheory.volume 0 1 := by
  apply ContinuousOn.intervalIntegrable_of_Icc zero_le_one
  refine ContinuousOn.div (by fun_prop) (by fun_prop) (fun x hx => ?_)
  have := hx.2
  exact ne_of_gt (by linarith)

/-- For `r > 0` the kernel `1/(1 - x + r)` integrates to the mass logarithm `ln(1 + 1/r)`. -/
theorem integral_kernel {r : ℝ} (hr : 0 < r) :
    ∫ x in (0 : ℝ)..1, 1 / (1 - x + r) = Real.log (1 + 1 / r) := by
  rw [intervalIntegral.integral_eq_sub_of_hasDerivAt
    (f := fun y : ℝ => -Real.log (1 - y + r)) ?_ (kernel_integrable hr), log_one_add_inv hr]
  · simp only [sub_self, zero_add, sub_zero]
    ring
  · intro x hx
    rw [Set.uIcc_of_le zero_le_one] at hx
    have hE : 1 - x + r ≠ 0 := ne_of_gt (by linarith [hx.2])
    exact ((((hasDerivAt_id' x).const_sub 1).add_const r).log hE).fun_neg.congr_deriv (by ring)

/-- For `r > 0` and `0 ≤ x ≤ 1` the tail differs from `(v² - a²)/(1 - x + r)` by at most
`6v² + 8a²`, whatever the mass ratio. -/
theorem zTail_bound (v a : ℝ) {r x : ℝ} (hr : 0 < r) (hx : x ∈ Set.Icc (0 : ℝ) 1) :
    |zTail v a r x - (v ^ 2 - a ^ 2) * (1 / (1 - x + r))| ≤ 6 * v ^ 2 + 8 * a ^ 2 := by
  have hD := denom_pos hr hx
  obtain ⟨h0, h1⟩ := hx
  have hy : 0 ≤ 1 - x := by linarith
  have hE : 0 < 1 - x + r := by linarith
  have hD' := hD.ne'
  have hE' := hE.ne'
  have hDx : 1 - x ≤ 1 - x + r * x ^ 2 := by nlinarith [mul_nonneg hr.le (sq_nonneg x)]
  have p2 : x ^ 2 ≤ 1 := pow_le_one₀ h0 h1
  have p3 : x ^ 3 ≤ 1 := pow_le_one₀ h0 h1
  have p4 : x ^ 4 ≤ 1 := pow_le_one₀ h0 h1
  have q3 : 1 - x ^ 3 ≤ 3 * (1 - x) := by
    nlinarith [mul_nonneg hy (by linarith : 0 ≤ 2 - x - x ^ 2)]
  have q4 : 1 - x ^ 4 ≤ 4 * (1 - x) := by
    nlinarith [mul_nonneg hy (by linarith : 0 ≤ 3 - x - x ^ 2 - x ^ 3)]
  have hv := sq_nonneg v
  have ha := sq_nonneg a
  -- separate the variation of the numerator from that of the denominator
  have key : zTail v a r x - (v ^ 2 - a ^ 2) * (1 / (1 - x + r)) =
      (x ^ 3 * ((v ^ 2 + a ^ 2) * x - 2 * a ^ 2) - (v ^ 2 - a ^ 2)) / (1 - x + r * x ^ 2) +
      (v ^ 2 - a ^ 2) * (r * (1 - x ^ 2) / ((1 - x + r * x ^ 2) * (1 - x + r))) := by
    have hgen : ∀ g c D E : ℝ, D ≠ 0 → E ≠ 0 →
        g / D - c * (1 / E) = (g - c) / D + c * ((E - D) / (D * E)) := by
      intro g c D E h1 h2
      have h3 : (E - D) / (D * E) = 1 / D - 1 / E := by
        rw [div_sub_div _ _ h1 h2, one_mul, mul_one]
      rw [h3]
      ring
    unfold zTail
    rw [show r * (1 - x ^ 2) = (1 - x + r) - (1 - x + r * x ^ 2) by ring]
    exact hgen _ _ _ _ hD' hE'
  have hnum : |x ^ 3 * ((v ^ 2 + a ^ 2) * x - 2 * a ^ 2) - (v ^ 2 - a ^ 2)| ≤
      (4 * v ^ 2 + 6 * a ^ 2) * (1 - x) := by
    have e1 := mul_nonneg hv (sub_nonneg.2 p4)
    have e2 := mul_nonneg ha (sub_nonneg.2 p4)
    have e3 := mul_nonneg ha (sub_nonneg.2 p3)
    have e4 := mul_nonneg hv (sub_nonneg.2 q4)
    have e5 := mul_nonneg ha (sub_nonneg.2 q4)
    have e6 := mul_nonneg ha (sub_nonneg.2 q3)
    have e7 := mul_nonneg hv hy
    have e8 := mul_nonneg ha hy
    rw [abs_le]
    constructor <;> nlinarith
  have b1 : |(x ^ 3 * ((v ^ 2 + a ^ 2) * x - 2 * a ^ 2) - (v ^ 2 - a ^ 2)) /
      (1 - x + r * x ^ 2)| ≤ 4 * v ^ 2 + 6 * a ^ 2 := by
    rw [abs_div, abs_of_pos hD, div_le_iff₀ hD]
    exact hnum.trans (mul_le_mul_of_nonneg_left hDx (by positivity))
  have t0 : 0 ≤ r * (1 - x ^ 2) / ((1 - x + r * x ^ 2) * (1 - x + r)) :=
    div_nonneg (mul_nonneg hr.le (by linarith)) (mul_pos hD hE).le
  have t2 : r * (1 - x ^ 2) / ((1 - x + r * x ^ 2) * (1 - x + r)) ≤ 2 := by
    rw [div_le_iff₀ (mul_pos hD hE)]
    have hm : (1 - x) * r ≤ (1 - x + r * x ^ 2) * (1 - x + r) :=
      mul_le_mul hDx (by linarith) hr.le hD.le
    have hs := mul_nonneg (mul_nonneg hr.le hy) hy
    linarith [show r * (1 - x ^ 2) = 2 * ((1 - x) * r) - r * (1 - x) * (1 - x) by ring]
  have hc : |v ^ 2 - a ^ 2| ≤ v ^ 2 + a ^ 2 := by
    rw [abs_le]
    constructor <;> linarith
  have b2 : |(v ^ 2 - a ^ 2) * (r * (1 - x ^ 2) / ((1 - x + r * x ^ 2) * (1 - x + r)))| ≤
      (v ^ 2 + a ^ 2) * 2 := by
    rw [abs_mul, abs_of_nonneg t0]
    exact mul_le_mul hc t2 t0 (by positivity)
  rw [key]
  exact (abs_add_le _ _).trans (by linarith)

/-- For every `r > 0` the Z loop equals `(v² - 5a²)/3 + (a² - v²) r ln(1 + 1/r)` up to an
error of at most `(6v² + 8a²) r`. -/
theorem zLoop_expansion (v a : ℝ) {r : ℝ} (hr : 0 < r) :
    |zLoop v a r - (v ^ 2 - 5 * a ^ 2) / 3 - (a ^ 2 - v ^ 2) * (r * Real.log (1 + 1 / r))| ≤
      (6 * v ^ 2 + 8 * a ^ 2) * r := by
  have hI : ∫ x in (0 : ℝ)..1, (zTail v a r x - (v ^ 2 - a ^ 2) * (1 / (1 - x + r))) =
      (∫ x in (0 : ℝ)..1, zTail v a r x) - (v ^ 2 - a ^ 2) * Real.log (1 + 1 / r) := by
    rw [intervalIntegral.integral_sub (zTail_integrable v a hr)
      ((kernel_integrable hr).const_mul _), intervalIntegral.integral_const_mul,
      integral_kernel hr]
  have hB : ‖∫ x in (0 : ℝ)..1, (zTail v a r x - (v ^ 2 - a ^ 2) * (1 / (1 - x + r)))‖ ≤
      (6 * v ^ 2 + 8 * a ^ 2) * |(1 : ℝ) - 0| := by
    apply intervalIntegral.norm_integral_le_of_norm_le_const
    intro x hx
    rw [Set.uIoc_of_le zero_le_one] at hx
    exact zTail_bound v a hr ⟨hx.1.le, hx.2⟩
  rw [hI, Real.norm_eq_abs, sub_zero, abs_one, mul_one] at hB
  have e : zLoop v a r - (v ^ 2 - 5 * a ^ 2) / 3 -
      (a ^ 2 - v ^ 2) * (r * Real.log (1 + 1 / r)) =
      -(((∫ x in (0 : ℝ)..1, zTail v a r x) -
        (v ^ 2 - a ^ 2) * Real.log (1 + 1 / r)) * r) := by
    rw [zLoop_eq v a hr]
    ring
  rw [e, abs_neg, abs_mul, abs_of_pos hr]
  exact mul_le_mul_of_nonneg_right hB hr.le

/-- As the squared mass ratio `r` tends to zero from above, the Z loop tends to
`(v² - 5a²)/3`. -/
theorem zLoop_tendsto (v a : ℝ) :
    Tendsto (zLoop v a) (𝓝[>] 0) (𝓝 ((v ^ 2 - 5 * a ^ 2) / 3)) := by
  -- the mass logarithm is suppressed by the factor r
  have hlog : Tendsto (fun r : ℝ => r * Real.log (1 + 1 / r)) (𝓝[>] 0) (𝓝 0) := by
    have h1 : ContinuousAt (fun r : ℝ => r * Real.log (1 + r) - r * Real.log r) 0 :=
      (continuousAt_id.mul (ContinuousAt.log (continuousAt_const.add continuousAt_id)
        (by norm_num))).sub Real.continuous_mul_log.continuousAt
    have h2 := h1.tendsto.mono_left (nhdsWithin_le_nhds (s := Set.Ioi (0 : ℝ)))
    simp only [zero_mul, sub_zero] at h2
    refine h2.congr' ?_
    filter_upwards [self_mem_nhdsWithin] with r hr
    rw [log_one_add_inv hr]
    ring
  have hlin : Tendsto (fun r : ℝ => (6 * v ^ 2 + 8 * a ^ 2) * r) (𝓝[>] 0) (𝓝 0) := by
    have h : Continuous (fun r : ℝ => (6 * v ^ 2 + 8 * a ^ 2) * r) := by fun_prop
    have h2 := (h.tendsto 0).mono_left (nhdsWithin_le_nhds (s := Set.Ioi (0 : ℝ)))
    simpa only [mul_zero] using h2
  have herr : Tendsto (fun r : ℝ => zLoop v a r - (v ^ 2 - 5 * a ^ 2) / 3 -
      (a ^ 2 - v ^ 2) * (r * Real.log (1 + 1 / r))) (𝓝[>] 0) (𝓝 0) := by
    refine squeeze_zero_norm' ?_ hlin
    filter_upwards [self_mem_nhdsWithin] with r hr
    exact zLoop_expansion v a hr
  have h := (herr.add (hlog.const_mul (a ^ 2 - v ^ 2))).add_const ((v ^ 2 - 5 * a ^ 2) / 3)
  simp only [mul_zero, add_zero, zero_add] at h
  exact h.congr (fun r => by ring)

/-- With `a = 1` and `v = 1 - 4 sin²θ`, the sum of the W value `10/3` and the Z loop tends to
`5/3 + (1 - 4 sin²θ)²/3` as the squared mass ratio tends to zero from above. -/
theorem electroweak_tendsto (θ : ℝ) :
    Tendsto (fun r => 10 / 3 + zLoop (1 - 4 * Real.sin θ ^ 2) 1 r) (𝓝[>] 0)
      (𝓝 (5 / 3 + (1 - 4 * Real.sin θ ^ 2) ^ 2 / 3)) := by
  have h := (zLoop_tendsto (1 - 4 * Real.sin θ ^ 2) 1).const_add (10 / 3)
  have e : 10 / 3 + ((1 - 4 * Real.sin θ ^ 2) ^ 2 - 5 * 1 ^ 2) / 3 =
      5 / 3 + (1 - 4 * Real.sin θ ^ 2) ^ 2 / 3 := by ring
  rwa [e] at h

end

end MuonWeakAnomaly
```

```lean
#print axioms MuonWeakAnomaly.zLoop_tendsto
#print axioms MuonWeakAnomaly.electroweak_tendsto
```

```
'MuonWeakAnomaly.zLoop_tendsto' depends on axioms: [propext, Classical.choice, Quot.sound]
'MuonWeakAnomaly.electroweak_tendsto' depends on axioms: [propext, Classical.choice, Quot.sound]
```

## How Lean carries out the estimate

`denom_pos` treats $x<1$ and $x=1$ separately, as above. `zIntegrand_split` clears the denominator and leaves a polynomial identity to `ring`. `zLoop_eq` integrates this identity, using an explicit antiderivative for the polynomial part.

`integral_kernel` uses the antiderivative $-\ln(1-x+r)$, and `log_one_add_inv` rewrites the resulting difference of logarithms.

The uniform bound is `zTail_bound`. Its step `key` is the decomposition into two terms. The inequalities `q3` and `q4` bound $1-x^3$ and $1-x^4$, `hnum` combines them, and `b1` divides by $D$. Then `t2` bounds the remaining fraction by 2, and `b2` includes the coupling factor. The triangle inequality adds the two bounds.

`zLoop_expansion` turns the pointwise bound into a bound on the integral over an interval of length one, then multiplies by $r$. In `zLoop_tendsto`, the continuity of $r\ln r$ at zero removes the logarithmic term, and a squeeze argument removes the error. `electroweak_tendsto` adds the constant and simplifies the limit.
